# A Doeblin minorization of strength $e$ multiplies the $\ell^1$ distance between two distributions on a finite state space by at most $1-e$ per step

Q: Take a two-state chain whose rows are $(0.7,\,0.3)$ and $(0.2,\,0.8)$. I start one copy in the first state and another in the second. What makes them forget where they started?

A: The part that the rows share. The column minima are $0.2$ and $0.3$, so each row contains $0.5\,(0.4,\,0.6)$. Put $e=0.5$ and $\nu=(0.4,\,0.6)$: half of the probability goes to $\nu$ from either state, and only the other half remembers the start.

The initial distributions $(1,0)$ and $(0,1)$ are at $\ell^1$ distance $2$. After one step they are $(0.7,\,0.3)$ and $(0.2,\,0.8)$, at distance $1$. After two they are $(0.55,\,0.45)$ and $(0.30,\,0.70)$, at distance $0.5$. Each step halves the distance, and $1-e=0.5$.

Q: What does the formal version take a state space to be?

A: Any finite type `S`.

In Lean 4 with Mathlib:

```lean
import Mathlib

open Matrix Filter Topology

namespace DoeblinContraction

noncomputable section

variable {S : Type*} [Fintype S]
```

A distribution is a real function on `S`, nonnegative with sum one.

```lean
/-- A probability vector on the finite state space `S`. -/
def IsProb (p : S → ℝ) : Prop := (∀ x, 0 ≤ p x) ∧ ∑ x, p x = 1
```

A transition matrix has such a function in every row, so `P x y` is the probability of going from $x$ to $y$.

```lean
/-- A row-stochastic matrix: every row is a probability vector. -/
def IsStochastic (P : Matrix S S ℝ) : Prop := ∀ x, IsProb (P x)
```

Q: And the shared part?

A: It is the hypothesis $P(x,y)\ge e\,\nu(y)$ for all $x,y$. For $e\ge 0$ it says that, whatever the present state, the next one is drawn from $\nu$ with probability at least $e$. It is assumed, so for a particular sampler you have to supply $e$ and $\nu$ yourself.

```lean
/-- Doeblin's minorization: from every state `x`, the chain jumps to `y` with probability
at least `e * nu y`. -/
def Minorized (P : Matrix S S ℝ) (e : ℝ) (nu : S → ℝ) : Prop :=
  ∀ x y, e * nu y ≤ P x y
```

The distance is $\sum_x|\mu(x)-\rho(x)|$, twice the total variation distance.

```lean
/-- The l1 distance between two distributions. -/
def l1 (mu rho : S → ℝ) : ℝ := ∑ x, |mu x - rho x|
```

Q: In annealing the matrix changes with temperature. Is that allowed?

A: Yes. Distributions are row vectors, and `P k` takes the distribution after $k$ steps to the one after $k+1$.

```lean
/-- The distribution after `n` steps of a chain whose transition matrix at step `k` is `P k`. -/
def evolve (P : ℕ → Matrix S S ℝ) (mu : S → ℝ) : ℕ → S → ℝ
  | 0 => mu
  | n + 1 => evolve P mu n ᵥ* P n
```

Q: Does the evolution stay among probability vectors?

A: It does. The entries $\sum_x\mu(x)P(x,y)$ are nonnegative, and exchanging sums gives
$$\sum_y\sum_x\mu(x)P(x,y)=\sum_x\mu(x)\sum_yP(x,y)=\sum_x\mu(x)=1.$$
`Finset.sum_comm` is that exchange.

```lean
/-- One step of a stochastic matrix turns a probability vector into a probability vector. -/
theorem IsProb.step {P : Matrix S S ℝ} {mu : S → ℝ} (hmu : IsProb mu)
    (hP : IsStochastic P) : IsProb (mu ᵥ* P) := by
  have hrow : ∀ x, ∑ y, P x y = 1 := fun x => (hP x).2
  constructor
  · intro y
    show 0 ≤ ∑ x, mu x * P x y
    exact Finset.sum_nonneg fun x _ => mul_nonneg (hmu.1 x) ((hP x).1 y)
  · show ∑ y, ∑ x, mu x * P x y = 1
    rw [Finset.sum_comm]
    simp only [← Finset.mul_sum, hrow, mul_one, hmu.2]
```

Q: I see no condition $0\le e\le1$. Could $1-e$ be negative?

A: No. Summing the minorization over $y$ in any row gives $e=\sum_y e\,\nu(y)\le\sum_yP(x,y)=1$. A negative $e$ is permitted, but the factor then exceeds one and the bound says nothing useful.

```lean
/-- The strength of a minorization of a stochastic matrix is at most one. -/
theorem strength_le_one {P : Matrix S S ℝ} {e : ℝ} {nu mu : S → ℝ} (hP : IsStochastic P)
    (hnu : IsProb nu) (hm : Minorized P e nu) (hmu : IsProb mu) : e ≤ 1 := by
  rcases isEmpty_or_nonempty S with h | ⟨⟨x⟩⟩
  · have h1 := hmu.2
    simp at h1
  · calc e = ∑ y, e * nu y := by rw [← Finset.mul_sum, hnu.2, mul_one]
      _ ≤ ∑ y, P x y := Finset.sum_le_sum fun y _ => hm x y
      _ = 1 := (hP x).2
```

Q: Now show me the contraction for a general matrix.

A: Since $\mu-\rho$ sums to zero, subtracting $e\,\nu(y)$ from every entry of column $y$ changes nothing:
$$(\mu P)(y)-(\rho P)(y)=\sum_x(\mu(x)-\rho(x))\,\bigl(P(x,y)-e\,\nu(y)\bigr).$$
The bracket is nonnegative by the minorization, and its sum over $y$ is $1-e$. The triangle inequality then gives
$$\sum_y|(\mu P)(y)-(\rho P)(y)|\le\sum_x|\mu(x)-\rho(x)|\sum_y\bigl(P(x,y)-e\,\nu(y)\bigr)=(1-e)\sum_x|\mu(x)-\rho(x)|.$$
In the proof, `key` is the first identity, and the closing `calc` block is the second line.

```lean
/-- After one step of a minorized chain, the l1 distance between two distributions is at most `1 -
e` times what it was before. -/
theorem l1_step {P : Matrix S S ℝ} {e : ℝ} {nu mu rho : S → ℝ} (hP : IsStochastic P)
    (hnu : IsProb nu) (hm : Minorized P e nu) (hmu : IsProb mu) (hrho : IsProb rho) :
    l1 (mu ᵥ* P) (rho ᵥ* P) ≤ (1 - e) * l1 mu rho := by
  -- the common part `e * nu` cancels because `mu - rho` has total mass zero
  have key : ∀ y, (mu ᵥ* P) y - (rho ᵥ* P) y
      = ∑ x, (mu x - rho x) * (P x y - e * nu y) := by
    intro y
    have h0 : ∑ x, (mu x - rho x) * (e * nu y) = 0 := by
      rw [← Finset.sum_mul, Finset.sum_sub_distrib, hmu.2, hrho.2]
      ring
    calc (mu ᵥ* P) y - (rho ᵥ* P) y = ∑ x, (mu x - rho x) * P x y := by
          simp only [Matrix.vecMul, dotProduct, sub_mul, Finset.sum_sub_distrib]
      _ = ∑ x, (mu x - rho x) * P x y - ∑ x, (mu x - rho x) * (e * nu y) := by
          rw [h0, sub_zero]
      _ = ∑ x, (mu x - rho x) * (P x y - e * nu y) := by
          rw [← Finset.sum_sub_distrib]
          exact Finset.sum_congr rfl fun x _ => by ring
  calc l1 (mu ᵥ* P) (rho ᵥ* P)
      = ∑ y, |∑ x, (mu x - rho x) * (P x y - e * nu y)| := by
        unfold l1
        exact Finset.sum_congr rfl fun y _ => by rw [key y]
    _ ≤ ∑ y, ∑ x, |mu x - rho x| * (P x y - e * nu y) := by
        refine Finset.sum_le_sum fun y _ =>
          (Finset.abs_sum_le_sum_abs _ _).trans (le_of_eq ?_)
        refine Finset.sum_congr rfl fun x _ => ?_
        rw [abs_mul, abs_of_nonneg (sub_nonneg.2 (hm x y))]
    _ = ∑ x, |mu x - rho x| * (1 - e) := by
        -- the remaining kernel has row sums `1 - e`
        rw [Finset.sum_comm]
        refine Finset.sum_congr rfl fun x _ => ?_
        rw [← Finset.mul_sum, Finset.sum_sub_distrib, (hP x).2, ← Finset.mul_sum, hnu.2,
          mul_one]
    _ = (1 - e) * l1 mu rho := by
        unfold l1
        rw [← Finset.sum_mul]
        ring
```

Q: And many steps, each with its own strength $e_k$ and distribution $\nu_k$?

A: Let $D_n$ be the distance after $n$ steps. If $D_n\le\prod_{k<n}(1-e_k)\,D_0$, then
$$D_{n+1}\le(1-e_n)D_n\le(1-e_n)\prod_{k<n}(1-e_k)\,D_0=\prod_{k<n+1}(1-e_k)\,D_0.$$
The second inequality uses $1-e_n\ge0$, which `strength_le_one` supplies. For $n=0$ the product is empty and the two sides agree.

```lean
/-- Doeblin bound for a time-dependent chain: after `n` steps the l1 distance between two
evolved distributions is at most the product of the factors `1 - e k` times the initial one. -/
theorem doeblin_time_dependent {P : ℕ → Matrix S S ℝ} {e : ℕ → ℝ} {nu : ℕ → S → ℝ}
    {mu rho : S → ℝ} (hP : ∀ k, IsStochastic (P k)) (hnu : ∀ k, IsProb (nu k))
    (hm : ∀ k, Minorized (P k) (e k) (nu k)) (hmu : IsProb mu) (hrho : IsProb rho) (n : ℕ) :
    l1 (evolve P mu n) (evolve P rho n) ≤ (∏ k ∈ Finset.range n, (1 - e k)) * l1 mu rho := by
  have hprob : ∀ p : S → ℝ, IsProb p → ∀ k, IsProb (evolve P p k) := by
    intro p hp k
    induction k with
    | zero => exact hp
    | succ k ih => exact ih.step (hP k)
  induction n with
  | zero => simp [evolve]
  | succ n ih =>
    have he : 0 ≤ 1 - e n := sub_nonneg.2 (strength_le_one (hP n) (hnu n) (hm n) hmu)
    calc l1 (evolve P mu (n + 1)) (evolve P rho (n + 1))
        ≤ (1 - e n) * l1 (evolve P mu n) (evolve P rho n) :=
          l1_step (hP n) (hnu n) (hm n) (hprob mu hmu n) (hprob rho hrho n)
      _ ≤ (1 - e n) * ((∏ k ∈ Finset.range n, (1 - e k)) * l1 mu rho) :=
          mul_le_mul_of_nonneg_left ih he
      _ = (∏ k ∈ Finset.range (n + 1), (1 - e k)) * l1 mu rho := by
          rw [Finset.prod_range_succ]
          ring
```

Q: In a cooling schedule the $e_k$ may shrink towards zero. Is the start still forgotten?

A: It is if the partial sums of the $e_k$ tend to infinity. From $0\le1-e_k\le\exp(-e_k)$ we get
$$D_n\le\exp\Bigl(-\sum_{k<n}e_k\Bigr)D_0\to0.$$
`squeeze_zero` traps the distance between zero and this exponential. The two distributions approach each other; the theorem doesn't say that they concentrate on ground states, or that they approach any limit at all.

```lean
/-- If the minorization strengths of a time-dependent chain sum to infinity, the l1 distance
between the distributions evolved from any two initial ones tends to zero. -/
theorem memory_loss {P : ℕ → Matrix S S ℝ} {e : ℕ → ℝ} {nu : ℕ → S → ℝ}
    {mu rho : S → ℝ} (hP : ∀ k, IsStochastic (P k)) (hnu : ∀ k, IsProb (nu k))
    (hm : ∀ k, Minorized (P k) (e k) (nu k)) (hmu : IsProb mu) (hrho : IsProb rho)
    (hdiv : Tendsto (fun n => ∑ k ∈ Finset.range n, e k) atTop atTop) :
    Tendsto (fun n => l1 (evolve P mu n) (evolve P rho n)) atTop (𝓝 0) := by
  have hl : ∀ p q : S → ℝ, 0 ≤ l1 p q := fun p q => Finset.sum_nonneg fun x _ => abs_nonneg _
  have hlim : Tendsto (fun n => Real.exp (-∑ k ∈ Finset.range n, e k) * l1 mu rho)
      atTop (𝓝 0) := by
    have h := (Real.tendsto_exp_neg_atTop_nhds_zero.comp hdiv).mul_const (l1 mu rho)
    rw [zero_mul] at h
    exact h
  refine squeeze_zero (fun n => hl _ _) (fun n => ?_) hlim
  refine (doeblin_time_dependent hP hnu hm hmu hrho n).trans
    (mul_le_mul_of_nonneg_right ?_ (hl _ _))
  -- each factor obeys `1 - e ≤ exp (-e)`
  rw [← Finset.sum_neg_distrib, Real.exp_sum]
  refine Finset.prod_le_prod
    (fun k _ => sub_nonneg.2 (strength_le_one (hP k) (hnu k) (hm k) hmu)) (fun k _ => ?_)
  linarith [Real.add_one_le_exp (-e k)]
```

Q: I usually run at fixed temperature. Where is the familiar power?

A: Take every matrix equal to $P$. The recursion becomes $\mu P^n$, which is `hev` in the proof, and the product becomes $(1-e)^n$:
$$\sum_y|(\mu P^n)(y)-(\rho P^n)(y)|\le(1-e)^n\sum_x|\mu(x)-\rho(x)|.$$

```lean
variable [DecidableEq S]

/-- Doeblin bound: for a chain with fixed transition matrix `P`, the l1 distance between two
distributions after `n` steps is at most `(1 - e) ^ n` times the initial distance. -/
theorem doeblin_bound {P : Matrix S S ℝ} {e : ℝ} {nu mu rho : S → ℝ} (hP : IsStochastic P)
    (hnu : IsProb nu) (hm : Minorized P e nu) (hmu : IsProb mu) (hrho : IsProb rho) (n : ℕ) :
    l1 (mu ᵥ* P ^ n) (rho ᵥ* P ^ n) ≤ (1 - e) ^ n * l1 mu rho := by
  have hev : ∀ p : S → ℝ, evolve (fun _ => P) p n = p ᵥ* P ^ n := by
    intro p
    induction n with
    | zero => simp [evolve]
    | succ n ih => rw [evolve, ih, pow_succ, Matrix.vecMul_vecMul]
  have h := doeblin_time_dependent (P := fun _ => P) (e := fun _ => e) (nu := fun _ => nu)
    (fun _ => hP) (fun _ => hnu) (fun _ => hm) hmu hrho n
  rw [hev, hev, Finset.prod_const, Finset.card_range] at h
  exact h
```

Q: Doeblin's name makes me expect a stationary distribution.

A: None is constructed or assumed here. If your sampler has a known one, $\pi P=\pi$, choose $\rho=\pi$, and the bound controls the distance to $\pi$. For Metropolis sampling on a finite configuration space, this limits the bias left by the initial configuration after $n$ steps, provided that a minorization with $e>0$ is known for the one-step matrix. Single-spin flips on two or more spins have none, because no configuration can be reached from all others in one move.

Q: Might a cleverer argument improve the factor?

A: Not for $0\le e\le1$, if these hypotheses are all you use. Consider the chain that stays put with probability $1-e$ and otherwise redraws from $\nu$.

```lean
/-- The refresh chain: stay put with probability `1 - e`, otherwise draw a new state
from `nu`. -/
def refresh (e : ℝ) (nu : S → ℝ) : Matrix S S ℝ :=
  fun x y => (1 - e) * (if x = y then 1 else 0) + e * nu y
```

For $0\le e\le1$ its entries are nonnegative, its rows sum to $(1-e)+e=1$, and dropping the "stay" term leaves exactly the minorization.

```lean
/-- For `e` between 0 and 1 the refresh chain is stochastic and minorized by `nu` with
strength `e`. -/
theorem refresh_witness {e : ℝ} {nu : S → ℝ} (h0 : 0 ≤ e) (h1 : e ≤ 1) (hnu : IsProb nu) :
    IsStochastic (refresh e nu) ∧ Minorized (refresh e nu) e nu := by
  have hstay : ∀ x y : S, 0 ≤ (1 - e) * (if x = y then (1 : ℝ) else 0) := fun x y =>
    mul_nonneg (sub_nonneg.2 h1) (by split_ifs <;> norm_num)
  refine ⟨fun x => ⟨fun y => add_nonneg (hstay x y) (mul_nonneg h0 (hnu.1 y)), ?_⟩,
    fun x y => le_add_of_nonneg_left (hstay x y)⟩
  show ∑ y, ((1 - e) * (if x = y then (1 : ℝ) else 0) + e * nu y) = 1
  simp only [Finset.sum_add_distrib, ← Finset.mul_sum, hnu.2, Finset.sum_ite_eq,
    Finset.mem_univ, if_true]
  ring
```

One step sends any $v$ with sum one to $(1-e)v+e\,\nu$. If the distribution after $n$ steps is $(1-e)^n\mu+(1-(1-e)^n)\nu$, the next is
$$(1-e)^{n+1}\mu+\bigl[(1-e)-(1-e)^{n+1}+e\bigr]\nu=(1-e)^{n+1}\mu+\bigl[1-(1-e)^{n+1}\bigr]\nu.$$
In the proof `hstep` is the one-step rule, and the induction repeats this algebra.

```lean
/-- For every real `e`, applying the refresh matrix `n` times to a probability vector `mu` gives `(1
- e) ^ n` times `mu` plus `1 - (1 - e) ^ n` times `nu`. -/
theorem refresh_pow {e : ℝ} {nu mu : S → ℝ} (hnu : IsProb nu) (hmu : IsProb mu) (n : ℕ) :
    ∀ y, (mu ᵥ* refresh e nu ^ n) y = (1 - e) ^ n * mu y + (1 - (1 - e) ^ n) * nu y := by
  have hstep : ∀ v : S → ℝ, ∑ x, v x = 1 → ∀ y,
      (v ᵥ* refresh e nu) y = (1 - e) * v y + e * nu y := by
    intro v hv y
    calc (v ᵥ* refresh e nu) y
        = ∑ x, ((1 - e) * (if x = y then v x else 0) + v x * (e * nu y)) := by
          show ∑ x, v x * ((1 - e) * (if x = y then 1 else 0) + e * nu y) = _
          refine Finset.sum_congr rfl fun x _ => ?_
          split_ifs <;> ring
      _ = (1 - e) * v y + e * nu y := by
          rw [Finset.sum_add_distrib, ← Finset.mul_sum, ← Finset.sum_mul, hv, one_mul]
          simp only [Finset.sum_ite_eq', Finset.mem_univ, if_true]
  induction n with
  | zero => intro y; simp
  | succ n ih =>
    intro y
    have hsum : ∑ x, (mu ᵥ* refresh e nu ^ n) x = 1 := by
      simp only [ih, Finset.sum_add_distrib, ← Finset.mul_sum, hmu.2, hnu.2]
      ring
    rw [pow_succ, ← Matrix.vecMul_vecMul, hstep _ hsum y, ih y]
    ring
```

Subtract the same formula for $\rho$. The $\nu$ terms cancel, leaving $(1-e)^n(\mu-\rho)$, so the bound holds with equality for every $n$ and every pair of initial distributions.

```lean
/-- For `e ≤ 1`, applying the refresh matrix `n` times to two probability vectors multiplies their
l1 distance by exactly `(1 - e) ^ n`. -/
theorem doeblin_bound_sharp {e : ℝ} {nu mu rho : S → ℝ} (h1 : e ≤ 1) (hnu : IsProb nu)
    (hmu : IsProb mu) (hrho : IsProb rho) (n : ℕ) :
    l1 (mu ᵥ* refresh e nu ^ n) (rho ᵥ* refresh e nu ^ n) = (1 - e) ^ n * l1 mu rho := by
  unfold l1
  rw [Finset.mul_sum]
  refine Finset.sum_congr rfl fun y _ => ?_
  have h : (mu ᵥ* refresh e nu ^ n) y - (rho ᵥ* refresh e nu ^ n) y
      = (1 - e) ^ n * (mu y - rho y) := by
    rw [refresh_pow hnu hmu, refresh_pow hnu hrho]
    ring
  rw [h, abs_mul, abs_of_nonneg (pow_nonneg (sub_nonneg.2 h1) n)]

end

end DoeblinContraction
```

Q: That theorem asks only for $e\le1$.

A: The algebra needs no more, since $e\le1$ is what lets $(1-e)^n$ come out of the absolute value. For a negative $e$ the matrix may fail to be stochastic. For $0\le e\le1$, `refresh_witness` shows that it satisfies the hypotheses of `doeblin_bound`, and the two results together say that the bound is sharp.

Q: Then my two-state example was no accident?

A: It is this chain with $e=0.5$ and $\nu=(0.4,\,0.6)$: the first row is $0.5\,(1,0)+0.5\,(0.4,\,0.6)=(0.7,\,0.3)$, and the second is $0.5\,(0,1)+0.5\,(0.4,\,0.6)=(0.2,\,0.8)$. That is why the distance halved exactly.

```lean
#print axioms DoeblinContraction.l1_step
#print axioms DoeblinContraction.memory_loss
#print axioms DoeblinContraction.doeblin_bound
#print axioms DoeblinContraction.doeblin_bound_sharp
```

```
'DoeblinContraction.l1_step' depends on axioms: [propext, Classical.choice, Quot.sound]
'DoeblinContraction.memory_loss' depends on axioms: [propext, Classical.choice, Quot.sound]
'DoeblinContraction.doeblin_bound' depends on axioms: [propext, Classical.choice, Quot.sound]
'DoeblinContraction.doeblin_bound_sharp' depends on axioms: [propext, Classical.choice, Quot.sound]
```
